# Two muon sites in a quartic double well merge when the Gaussian zero-point spread is large enough

A positive muon implanted in a crystal often comes to rest between the host atoms. Candidate sites are often found by treating the muon as a classical point charge and looking for minima of the energy. But the muon is much lighter than a proton, and its zero-point motion spreads it over a region that can be comparable to the distance between two neighbouring minima. Does it then still have two sites to choose from?

Take one coordinate $x$ along the line joining the minima, and the energy
$$V(x)=b\,(x^2-d^2)^2,\qquad b>0,$$
with classical sites at $x=\pm d$. Describe the muon by a normalised Gaussian density of centre $c$ and variance $v>0$,
$$\rho_{c,v}(x)=\frac{e^{-(x-c)^2/(2v)}}{\sqrt{2\pi v}},\qquad E(c)=\int_{-\infty}^{\infty}V(x)\,\rho_{c,v}(x)\,dx .$$
A muon site is now a centre $c$ at which $E$ takes its lowest value, with $v$ held fixed.

In Lean these are `doubleWell`, `density`, `averagedWell` and `IsMuonSite`. All quantities are real numbers without units, the integral is the Lebesgue integral over the line, and `IsMuonSite` compares $c$ with every other real centre, so it means a global minimum. The spread $v$ is the variance of the density, not of the wave-function amplitude. Only $d^2$ enters, so $d$ may be any real number.

The model has one dimension, a rigid host and a single Gaussian whose width is given rather than optimised. The kinetic energy of a real Gaussian wave function with this density is $\hbar^2/(8mv)$ for a muon of mass $m$. It doesn't depend on $c$, so leaving it out does not affect the comparison.

```lean
import Mathlib

open MeasureTheory

namespace MuonZeroPoint

noncomputable section

/-- The potential `b (x² - d²)²`. For `b > 0` its minima, the classical sites, are at `x = d` and
`x = -d`. -/
def doubleWell (b d x : ℝ) : ℝ := b * (x ^ 2 - d ^ 2) ^ 2

/-- The Gaussian muon density with centre `c` and variance `v`, for `v > 0`. -/
def density (c v x : ℝ) : ℝ :=
  Real.exp (-(x - c) ^ 2 / (2 * v)) / √(2 * Real.pi * v)

/-- The double-well energy averaged over the Gaussian muon density with centre `c` and
variance `v`, for `v > 0`. -/
def averagedWell (b d v c : ℝ) : ℝ := ∫ x, doubleWell b d x * density c v x

/-- A centre `c` is a muon site if no other centre has a lower averaged energy at the same
variance `v > 0`. -/
def IsMuonSite (b d v c : ℝ) : Prop := ∀ c', averagedWell b d v c ≤ averagedWell b d v c'
```

## (a) The density about its own centre

**Task.** Write the density centred at the origin as a constant times a pure Gaussian:
$$\rho_{0,v}(y)=\frac{1}{\sqrt{2\pi v}}\,e^{-a y^2},\qquad a=\frac{1}{2v}.$$

**Solution.** Put $c=0$ in the definition. The exponent is $-y^2/(2v)=-ay^2$, and the square root is the prefactor.

The lemma `density_centred` brings the density into the form used by Mathlib's results on Gaussian integrals.

```lean
lemma density_centred (v y : ℝ) : density 0 v y =
    (√(2 * Real.pi * v))⁻¹ * Real.exp (-(1 / (2 * v)) * y ^ 2) := by
  have h : -(y - 0) ^ 2 / (2 * v) = -(1 / (2 * v)) * y ^ 2 := by ring
  unfold density
  rw [h, div_eq_inv_mul]
```

## (b) Convergence of the moments

**Task.** Show that for every $n=0,1,2,\dots$
$$\int_{-\infty}^{\infty}|y|^n\rho_{0,v}(y)\,dy<\infty .$$

**Solution.** The function $|y|^n e^{-ay^2/2}$ is continuous and tends to zero at both ends, so it is bounded by some constant $K$. Hence $|y|^n e^{-ay^2}\le K e^{-ay^2/2}$, and the right-hand side has a finite integral.

Lean takes the convergence from a Mathlib theorem for real powers greater than $-1$, specialises it to natural powers and multiplies by the prefactor. The step matters because Lean assigns the value 0 to the integral of a non-integrable function.

```lean
lemma integrable_moment {v : ℝ} (hv : 0 < v) (n : ℕ) :
    Integrable (fun y : ℝ => y ^ n * density 0 v y) := by
  have hn : (-1 : ℝ) < (n : ℝ) := by
    have : (0 : ℝ) ≤ (n : ℝ) := Nat.cast_nonneg n
    linarith
  have ha : 0 < 1 / (2 * v) := by positivity
  have h := integrable_rpow_mul_exp_neg_mul_sq ha hn
  simp only [Real.rpow_natCast] at h
  refine (h.const_mul (√(2 * Real.pi * v))⁻¹).congr (Filter.Eventually.of_forall fun y => ?_)
  simp only [density_centred]
  ring
```

## (c) The slope of the density

**Task.** Show that
$$\rho_{0,v}'(y)=-\frac{y}{v}\,\rho_{0,v}(y).$$

**Solution.** By the chain rule, the exponential is multiplied by the derivative of its exponent, $\frac{d}{dy}\left(-\frac{y^2}{2v}\right)=-\frac{y}{v}$.

`HasDerivAt` says that the function is differentiable at `y` with the stated derivative. The proof differentiates $y^2$, then the exponential, then the constant multiple, and `ring` tidies the result.

```lean
lemma hasDerivAt_density (v y : ℝ) :
    HasDerivAt (density 0 v) (-(y / v) * density 0 v y) y := by
  have e : density 0 v = fun y =>
      (√(2 * Real.pi * v))⁻¹ * Real.exp (-(1 / (2 * v)) * y ^ 2) :=
    funext (density_centred v)
  have h0 : HasDerivAt (fun x : ℝ => x ^ 2) (2 * y) y := by
    simpa using hasDerivAt_pow 2 y
  rw [density_centred v y, e]
  refine ((h0.const_mul (-(1 / (2 * v)))).exp.const_mul _).congr_deriv ?_
  ring
```

## (d) A recursion for the moments

**Task.** Let $M_n=\int y^n\rho_{0,v}(y)\,dy$. Show that
$$M_{n+2}=(n+1)\,v\,M_n .$$

**Solution.** The product rule and (c) give
$$\frac{d}{dy}\left[y^{n+1}\rho_{0,v}\right]=(n+1)\,y^n\rho_{0,v}-\frac1v\,y^{n+2}\rho_{0,v}.$$
The bracket vanishes at $\pm\infty$, so the integral of the left-hand side is zero:
$$0=(n+1)M_n-\frac1v M_{n+2}.$$
Multiply by $v$.

In the code `hd` is the product rule and `h0` is the vanishing integral. Instead of limits at infinity, the Mathlib theorem asks that the function and its derivative be integrable, which (b) supplies. The closing `linear_combination` is the multiplication by $v$.

```lean
/-- Moments of a centred Gaussian muon density of variance `v > 0`: the moment of order `n + 2`
is `(n + 1) v` times the moment of order `n`. -/
theorem moment_recursion {v : ℝ} (hv : 0 < v) (n : ℕ) :
    ∫ y, y ^ (n + 2) * density 0 v y = (n + 1) * v * ∫ y, y ^ n * density 0 v y := by
  have hd : ∀ y : ℝ, HasDerivAt (fun y => y ^ (n + 1) * density 0 v y)
      (((n : ℝ) + 1) * (y ^ n * density 0 v y) - v⁻¹ * (y ^ (n + 2) * density 0 v y)) y := by
    intro y
    refine ((hasDerivAt_pow (n + 1) y).fun_mul (hasDerivAt_density v y)).congr_deriv ?_
    rw [Nat.add_sub_cancel]
    push_cast
    ring
  have i1 := (integrable_moment hv n).const_mul ((n : ℝ) + 1)
  have i2 := (integrable_moment hv (n + 2)).const_mul v⁻¹
  -- the integral of a total derivative vanishes
  have h0 := integral_eq_zero_of_hasDerivAt_of_integrable hd (i1.sub i2)
    (integrable_moment hv (n + 1))
  rw [integral_sub i1 i2, integral_const_mul, integral_const_mul] at h0
  have hv' : v * v⁻¹ = 1 := mul_inv_cancel₀ hv.ne'
  linear_combination (-v) * h0 - (∫ y, y ^ (n + 2) * density 0 v y) * hv'
```

## (e) The average of a quartic polynomial

**Task.** For real coefficients $p,q,r,s,t$, show that
$$\int\left(p+qy+ry^2+sy^3+ty^4\right)\rho_{0,v}(y)\,dy=p+rv+3tv^2 .$$

**Solution.** The Gaussian integral $\int e^{-ay^2}dy=\sqrt{\pi/a}=\sqrt{2\pi v}$ gives $M_0=1$. Integrating (c) over the line gives $0=-M_1/v$, so $M_1=0$. The recursion then yields
$$M_2=vM_0=v,\qquad M_3=2vM_1=0,\qquad M_4=3vM_2=3v^2 .$$
Adding the five terms with their coefficients gives the claim.

The steps `m0` to `m4` are these five moments. The statements `h1` to `h3` say that the partial sums are integrable, which Lean needs before it splits the integral term by term.

```lean
/-- The average of a quartic polynomial over a centred Gaussian muon density of variance
`v > 0` is `p + r v + 3 t v²`, where `p`, `r`, `t` are its even coefficients. -/
theorem quartic_average {v : ℝ} (hv : 0 < v) (p q r s t : ℝ) :
    ∫ y, (p + q * y + r * y ^ 2 + s * y ^ 3 + t * y ^ 4) * density 0 v y
      = p + r * v + 3 * t * v ^ 2 := by
  have m0 : ∫ y, y ^ 0 * density 0 v y = 1 := by
    simp only [pow_zero, one_mul, density_centred]
    have h : Real.pi / (1 / (2 * v)) = 2 * Real.pi * v := by
      rw [div_div_eq_mul_div, div_one]
      ring
    rw [integral_const_mul, integral_gaussian, h]
    exact inv_mul_cancel₀ (by positivity)
  have m1 : ∫ y, y ^ 1 * density 0 v y = 0 := by
    have hd : ∀ y : ℝ, HasDerivAt (density 0 v) (-v⁻¹ * (y ^ 1 * density 0 v y)) y :=
      fun y => (hasDerivAt_density v y).congr_deriv (by ring)
    have i0 : Integrable (density 0 v) := by
      simpa only [pow_zero, one_mul] using integrable_moment hv 0
    have h := integral_eq_zero_of_hasDerivAt_of_integrable hd
      ((integrable_moment hv 1).const_mul _) i0
    rw [integral_const_mul] at h
    exact (mul_eq_zero.mp h).resolve_left (neg_ne_zero.mpr (inv_ne_zero hv.ne'))
  have m2 : ∫ y, y ^ 2 * density 0 v y = v :=
    (moment_recursion hv 0).trans (by rw [m0]; norm_num)
  have m3 : ∫ y, y ^ 3 * density 0 v y = 0 :=
    (moment_recursion hv 1).trans (by rw [m1, mul_zero])
  have m4 : ∫ y, y ^ 4 * density 0 v y = 3 * v ^ 2 :=
    (moment_recursion hv 2).trans (by rw [m2]; push_cast; ring)
  -- split the integral into the five moments
  have i (n : ℕ) (k : ℝ) : Integrable (fun y : ℝ => k * (y ^ n * density 0 v y)) :=
    (integrable_moment hv n).const_mul k
  have h1 : Integrable (fun y : ℝ => p * (y ^ 0 * density 0 v y)
      + q * (y ^ 1 * density 0 v y)) := (i 0 p).add (i 1 q)
  have h2 : Integrable (fun y : ℝ => p * (y ^ 0 * density 0 v y)
      + q * (y ^ 1 * density 0 v y) + r * (y ^ 2 * density 0 v y)) := h1.add (i 2 r)
  have h3 : Integrable (fun y : ℝ => p * (y ^ 0 * density 0 v y)
      + q * (y ^ 1 * density 0 v y) + r * (y ^ 2 * density 0 v y)
      + s * (y ^ 3 * density 0 v y)) := h2.add (i 3 s)
  have e : (fun y : ℝ => (p + q * y + r * y ^ 2 + s * y ^ 3 + t * y ^ 4) * density 0 v y)
      = fun y => p * (y ^ 0 * density 0 v y) + q * (y ^ 1 * density 0 v y)
        + r * (y ^ 2 * density 0 v y) + s * (y ^ 3 * density 0 v y)
        + t * (y ^ 4 * density 0 v y) := by
    funext y
    ring
  rw [e, integral_add h3 (i 4 t), integral_add h2 (i 3 s), integral_add h1 (i 2 r),
    integral_add (i 0 p) (i 1 q)]
  simp only [integral_const_mul]
  rw [m0, m1, m2, m3, m4]
  ring
```

## (f) The averaged energy in closed form

**Task.** Show that
$$E(c)=b\left[\left(c^2-(d^2-3v)\right)^2+4vd^2-6v^2\right].$$

**Solution.** Measure positions from the centre, $x=c+y$. Then
$$V(c+y)=b\left[(c^2-d^2)+2cy+y^2\right]^2,$$
and expanding the square gives
$$b\left[(c^2-d^2)^2+4c(c^2-d^2)y+(6c^2-2d^2)y^2+4cy^3+y^4\right].$$
By (e) the average is
$$E(c)=b\left[(c^2-d^2)^2+(6c^2-2d^2)v+3v^2\right].$$
Now compare with
$$(c^2-d^2+3v)^2=(c^2-d^2)^2+6v(c^2-d^2)+9v^2 .$$
The bracket in $E(c)$ exceeds this square by $4vd^2-6v^2$, which does not depend on $c$.

The shift of variable is `integral_add_right_eq_self`, the expansion is the equation `e`, and the last `ring` completes the square.

```lean
/-- For variance `v > 0` the averaged energy is again a quartic in the centre `c`, with `d²`
replaced by `d² - 3v` and a shift that does not depend on `c`. -/
theorem averagedWell_eq {v : ℝ} (hv : 0 < v) (b d c : ℝ) : averagedWell b d v c =
    b * ((c ^ 2 - (d ^ 2 - 3 * v)) ^ 2 + (4 * v * d ^ 2 - 6 * v ^ 2)) := by
  -- measure positions from the centre of the density
  have h := integral_add_right_eq_self (μ := volume)
    (fun x : ℝ => doubleWell b d x * density c v x) c
  have e : (fun y : ℝ => doubleWell b d (y + c) * density c v (y + c)) = fun y =>
      (b * (c ^ 2 - d ^ 2) ^ 2 + 4 * b * c * (c ^ 2 - d ^ 2) * y
        + b * (6 * c ^ 2 - 2 * d ^ 2) * y ^ 2 + 4 * b * c * y ^ 3 + b * y ^ 4)
        * density 0 v y := by
    funext y
    have hs : density c v (y + c) = density 0 v y := by simp [density]
    rw [hs]
    unfold doubleWell
    ring
  unfold averagedWell
  refine h.symm.trans ?_
  rw [e, quartic_average hv]
  ring
```

## (g) The muon sites

**Task.** Find all minimisers of $E$. Show that they are exactly
$$c=\pm\sqrt{d^2-3v}\quad\text{if }3v<d^2,\qquad c=0\quad\text{if }d^2\le 3v .$$

**Solution.** Put $w=d^2-3v$. Since $b>0$, minimising $E$ means minimising $(c^2-w)^2$.

If $w>0$, the square reaches its lower bound zero exactly when $c^2=w$, that is, at $c=\pm\sqrt w$.

If $w\le0$, then
$$(c^2-w)^2=c^4+2|w|c^2+w^2\ge w^2,$$
with equality only at $c=0$.

The theorem `muonSite_iff` joins two implications, one for each regime, and each ends in an equivalence: the listed centres are sites and there are no others. The proof first replaces the integrals by the formula in (f). To show that a site must be in the list, it compares the site with `√(d ^ 2 - 3 * v)` in the first regime and with `0` in the second. In the second regime `nlinarith` receives $(3v-d^2)c^2\ge0$, which is the middle term of the expansion above up to a factor 2.

```lean
/-- For `b > 0` and variance `v > 0`, the muon sites are exactly `±√(d² - 3v)` if `3v < d²`,
and exactly the midpoint `0` if `d² ≤ 3v`. -/
theorem muonSite_iff {b v : ℝ} (hb : 0 < b) (hv : 0 < v) (d c : ℝ) :
    (3 * v < d ^ 2 → (IsMuonSite b d v c ↔
      c = √(d ^ 2 - 3 * v) ∨ c = -√(d ^ 2 - 3 * v))) ∧
    (d ^ 2 ≤ 3 * v → (IsMuonSite b d v c ↔ c = 0)) := by
  simp only [IsMuonSite, averagedWell_eq hv]
  constructor
  · intro hd
    have hs : √(d ^ 2 - 3 * v) ^ 2 = d ^ 2 - 3 * v := Real.sq_sqrt (by linarith)
    rw [← sq_eq_sq_iff_eq_or_eq_neg, hs]
    constructor
    · intro h
      -- compare with the centre at which the square vanishes
      have h1 := le_of_mul_le_mul_left (h √(d ^ 2 - 3 * v)) hb
      rw [hs, sub_self] at h1
      have h2 : (c ^ 2 - (d ^ 2 - 3 * v)) ^ 2 = 0 :=
        le_antisymm (by linarith) (sq_nonneg _)
      exact sub_eq_zero.mp (pow_eq_zero_iff two_ne_zero |>.mp h2)
    · intro h c'
      refine mul_le_mul_of_nonneg_left ?_ hb.le
      rw [h, sub_self]
      linarith [sq_nonneg (c' ^ 2 - (d ^ 2 - 3 * v))]
  · intro hd
    have hw : 0 ≤ 3 * v - d ^ 2 := by linarith
    constructor
    · intro h
      have h1 := le_of_mul_le_mul_left (h 0) hb
      have h2 : (c ^ 2) ^ 2 = 0 :=
        le_antisymm (by nlinarith [mul_nonneg hw (sq_nonneg c)]) (sq_nonneg _)
      exact pow_eq_zero_iff two_ne_zero |>.mp (pow_eq_zero_iff two_ne_zero |>.mp h2)
    · intro h c'
      refine mul_le_mul_of_nonneg_left ?_ hb.le
      rw [h]
      nlinarith [mul_nonneg hw (sq_nonneg c'), sq_nonneg (c' ^ 2)]
```

## (h) When there is only one site

**Task.** Show that
$$\text{there is exactly one muon site}\iff d^2\le3v .$$

**Solution.** If $d^2\le3v$, the only site is $c=0$. If $3v<d^2$, then $\sqrt{d^2-3v}>0$, so the two sites in (g) are different.

Lean writes "exactly one" as `∃!`. The forward direction assumes $3v<d^2$ and applies uniqueness to the two sites. This would make a positive number equal to its negative, a contradiction that `linarith` finds.

```lean
/-- For `b > 0` and variance `v > 0`, there is a single muon site if and only if
`d² ≤ 3v`. -/
theorem unique_site_iff {b v : ℝ} (hb : 0 < b) (hv : 0 < v) (d : ℝ) :
    (∃! c, IsMuonSite b d v c) ↔ d ^ 2 ≤ 3 * v := by
  constructor
  · intro hu
    by_contra hd
    have hd' : 3 * v < d ^ 2 := not_le.mp hd
    have hpos : 0 < √(d ^ 2 - 3 * v) := Real.sqrt_pos.mpr (by linarith)
    -- two distinct sites contradict uniqueness
    have h := hu.unique (((muonSite_iff hb hv d _).1 hd').mpr (Or.inl rfl))
      (((muonSite_iff hb hv d _).1 hd').mpr (Or.inr rfl))
    linarith
  · intro hd
    exact ⟨0, ((muonSite_iff hb hv d 0).2 hd).mpr rfl,
      fun c hc => ((muonSite_iff hb hv d c).2 hd).mp hc⟩
```

## (i) The averaged barrier

**Task.** For $3v\le d^2$, show that
$$E(0)-E\!\left(\sqrt{d^2-3v}\right)=b\,(d^2-3v)^2 .$$

**Solution.** In (f) the constant shift cancels in the difference. The remaining square is $(d^2-3v)^2$ at $c=0$ and zero at $c=\sqrt{d^2-3v}$.

The theorem holds for any real `b`; the difference is a barrier when $b>0$ and $3v<d^2$. For the point muon the corresponding height is $V(0)-V(d)=bd^4$. The proof inserts (f) twice and simplifies the squared root.

```lean
/-- For variance `v > 0` with `3v ≤ d²`, the averaged energy at the midpoint minus that at
`√(d² - 3v)` equals `b (d² - 3v)²`. -/
theorem averaged_barrier {v d : ℝ} (hv : 0 < v) (hd : 3 * v ≤ d ^ 2) (b : ℝ) :
    averagedWell b d v 0 - averagedWell b d v √(d ^ 2 - 3 * v)
      = b * (d ^ 2 - 3 * v) ^ 2 := by
  rw [averagedWell_eq hv, averagedWell_eq hv, Real.sq_sqrt (by linarith)]
  ring

end

end MuonZeroPoint
```

```lean
#print axioms MuonZeroPoint.quartic_average
-- 'MuonZeroPoint.quartic_average' depends on axioms: [propext, Classical.choice, Quot.sound]
#print axioms MuonZeroPoint.unique_site_iff
-- 'MuonZeroPoint.unique_site_iff' depends on axioms: [propext, Classical.choice, Quot.sound]
#print axioms MuonZeroPoint.averaged_barrier
-- 'MuonZeroPoint.averaged_barrier' depends on axioms: [propext, Classical.choice, Quot.sound]
```

## Numbers, and the same step in a site calculation

Take $b=1$ and $d=2$ in arbitrary units. The classical sites are $\pm2$ and the classical barrier is $16$.

- For $v=1$, $d^2-3v=1$, so the sites have moved in to $\pm1$. There $E(\pm1)=0+16-6=10$, while $E(0)=1+10=11$, so the barrier is only $1$.
- For $v=2$, $d^2-3v=-2$ and $E(c)=(c^2+2)^2+8$. The only site is the midpoint, with $E(0)=12$; at $c=1$ the energy is already $17$.

The merging happens at $v=4/3$.

In an electronic-structure calculation, one can take two candidate sites that a symmetry of the crystal interchanges, compute total energies for a series of muon positions on the line through them, with the host atoms held fixed, and fit $b$, $d$ and a constant energy offset. The harmonic frequency $\omega$ of the muon along this line, taken at one of the minima, gives a first estimate of the width, $v=\hbar/(2m\omega)$. Within this one-dimensional, fixed-width model, the sign of $d^2-3v$ then tells whether there are two separate sites or one site halfway between them. The harmonic estimate assumes a spread that is small compared with the distance between the minima, so it can fail well before $3v$ reaches $d^2$. The width should then be optimised together with the centre, with the kinetic energy $\hbar^2/(8mv)$ included, because it depends on the width. This can leave one site where the harmonic estimate gives two. The averaged barrier is an energy difference between Gaussian densities and not a tunnelling rate.
